# The zero mode of an open chain with one extra A site

When a numerical diagonalisation of an open two-sublattice chain with an odd number of sites returns a single eigenvalue at rounding level, the corresponding eigenvector can be checked against a closed product of hopping ratios. For a finite, non-interacting chain with nearest-neighbour hopping and no on-site energies, that product gives the whole zero-energy space whenever the hoppings in its denominators are all nonzero, even when the hoppings vary from cell to cell.

## The claim and its derivation

The chain is $A_0 B_0 A_1 B_1 \dots B_{N-1} A_N$, with $N+1$ sites of type A and $N$ of type B. Write $a_0,\dots,a_N$ and $b_0,\dots,b_{N-1}$ for the amplitudes of a state $\psi$. The complex number $v_j$ is the matrix element of the Hamiltonian $H$ from $A_j$ to $B_j$, and $w_j$ the one from $A_{j+1}$ to $B_j$. The reverse hops carry the complex conjugates, so for real hoppings the direction does not matter.

**Claim.** If $w_j\neq 0$ for all $j<N$, the kernel of $H$ is one-dimensional and is spanned by the state with

$$a_j=\prod_{i<j}\left(-\frac{v_i}{w_i}\right),\qquad b_j=0 .$$

For $N=0$ there is a single site and $H=0$, so the claim holds with the empty product $a_0=1$. Let $N\ge 1$. The equation $H\psi=0$ reads, on the B sites,

$$v_j a_j+w_j a_{j+1}=0\qquad(0\le j<N),$$

and on the A sites,

$$\bar v_0 b_0=0,\qquad \bar w_{i-1}b_{i-1}+\bar v_i b_i=0\quad(0<i<N),\qquad \bar w_{N-1}b_{N-1}=0 .$$

Start at the right end. The last equation gives $b_{N-1}=0$. If $b_{j+1}=0$, the equation at $A_{j+1}$ reduces to $\bar w_j b_j=0$, hence $b_j=0$. Moving inwards, every B amplitude vanishes.

The B equations now give $a_{j+1}=-(v_j/w_j)\,a_j$, and repeated use yields

$$a_j=a_0\prod_{i<j}\left(-\frac{v_i}{w_i}\right).$$

Conversely, any such state with empty B sites satisfies both sets of equations. Only $a_0$ is free, and the choice $a_0=1$ gives a nonzero state, so the kernel has dimension one.

If all $v_j$ are nonzero as well, no factor vanishes and the mode has no node on the A sites. If $|v_j|\le r|w_j|$ in every cell, each factor has modulus at most $r$, so $|a_j|\le r^j$ for $a_0=1$. This describes decay from the left end when $r<1$.

### A chain of five sites

Take $N=2$ with $v_0=1$, $w_0=2$, $v_1=2$, $w_1=3$ in some unit of energy. Then

$$a_0=1,\qquad a_1=-\tfrac12,\qquad a_2=\left(-\tfrac12\right)\left(-\tfrac23\right)=\tfrac13 .$$

The B equations check: $1\cdot 1+2\cdot(-\tfrac12)=0$ and $2\cdot(-\tfrac12)+3\cdot\tfrac13=0$. The squared norm is $1+\tfrac14+\tfrac19=\tfrac{49}{36}$, so the normalised A amplitudes are $(6,-3,2)/7$, and the site $A_0$ carries the probability $36/49$. The bound holds with $r=\tfrac23$, since $\tfrac12\le\tfrac23$ and $\tfrac13\le\tfrac49$.

### A vanishing $w$

Take $N=1$, $v_0=1$, $w_0=0$. The site $A_1$ is then disconnected, and the equations give $a_0=0$ and $b_0=0$ with $a_1$ free. The kernel is still a line, but it sits on $A_1$ and the product formula fails. If $v_0=0$ too, then $H=0$ and the kernel has dimension three.

## The formal development

In Lean 4 with Mathlib:

```lean
import Mathlib

open Matrix

namespace OpenChainZeroMode

noncomputable section
```

A site is an element of a disjoint union: `Sum.inl i` is $A_i$ and `Sum.inr j` is $B_j$. A state is a function from sites to $\mathbb{C}$, with no normalisation imposed.

```lean
/-- The sites of the open chain: `N + 1` sites of type A and `N` sites of type B. -/
abbrev Site (N : ℕ) := Fin (N + 1) ⊕ Fin N
```

The hoppings are sequences indexed by all natural numbers, of which a chain of size `N` uses the first $N$ terms. For `j : Fin N`, the index `j.castSucc` denotes $A_j$ and `j.succ` denotes $A_{j+1}$. The matrix `bond` has B sites as rows and A sites as columns.

```lean
/-- The hopping amplitudes from A sites to B sites: `v j` links `A_j` to `B_j`,
and `w j` links `A_(j+1)` to `B_j`. -/
def bond (v w : ℕ → ℂ) (N : ℕ) : Matrix (Fin N) (Fin (N + 1)) ℂ :=
  Matrix.of fun j i =>
    (if i = j.castSucc then v j else 0) + (if i = j.succ then w j else 0)
```

The Hamiltonian places `bond` and its conjugate transpose off the diagonal. The zero diagonal blocks exclude on-site energies and hopping within a sublattice.

```lean
/-- The Hamiltonian of the open chain, with hopping between A and B sites only. -/
def hamiltonian (v w : ℕ → ℂ) (N : ℕ) : Matrix (Site N) (Site N) ℂ :=
  Matrix.fromBlocks 0 (bond v w N)ᴴ (bond v w N) 0
```

The next two definitions are the product and the state built from it, with $a_0=1$.

```lean
/-- The product of the ratios `-v i / w i` over the cells `i < j`. -/
def amplitude (v w : ℕ → ℂ) (j : ℕ) : ℂ :=
  ∏ i ∈ Finset.range j, -(v i / w i)

/-- The state with the product amplitudes on the A sites and zero on the B sites. -/
def zeroMode (v w : ℕ → ℂ) (N : ℕ) : Site N → ℂ :=
  Sum.elim (fun j => amplitude v w j) (fun _ => 0)
```

Hermiticity holds for all complex hoppings, because taking the adjoint exchanges the two off-diagonal blocks.

```lean
variable {v w : ℕ → ℂ} {N : ℕ}

/-- The Hamiltonian of the chain is Hermitian. -/
theorem hamiltonian_isHermitian (v w : ℕ → ℂ) (N : ℕ) :
    (hamiltonian v w N).IsHermitian := by
  simp [Matrix.IsHermitian, hamiltonian, Matrix.fromBlocks_conjTranspose]
```

The following two lemmas turn the matrix equation into site equations. On $B_j$ the conditions inside `bond` select two terms of the sum.

```lean
/-- On the site `B_j` the Hamiltonian collects the amplitudes of the two
neighbouring A sites. -/
theorem hamiltonian_apply_B (ψ : Site N → ℂ) (j : Fin N) :
    (hamiltonian v w N *ᵥ ψ) (Sum.inr j) =
      v j * ψ (Sum.inl j.castSucc) + w j * ψ (Sum.inl j.succ) := by
  rw [hamiltonian, Matrix.fromBlocks_mulVec]
  simp [bond, Matrix.mulVec, dotProduct, add_mul, Finset.sum_add_distrib]
```

On an A site the sum over bonds is left as it stands. This treats the end sites, which have fewer neighbours, together with the interior ones.

```lean
/-- On an A site the Hamiltonian collects the B amplitudes, weighted by the
conjugate hoppings. -/
theorem hamiltonian_apply_A (ψ : Site N → ℂ) (i : Fin (N + 1)) :
    (hamiltonian v w N *ᵥ ψ) (Sum.inl i) =
      ∑ k, star (bond v w N k i) * ψ (Sum.inr k) := by
  rw [hamiltonian, Matrix.fromBlocks_mulVec]
  simp [Matrix.mulVec, dotProduct, Matrix.conjTranspose_apply]
```

The sweep from the right end is an induction on `n`. The auxiliary statement `key` says that $b_j=0$ whenever $N\le j+n$, that is, for the last $n$ B sites. For $n=0$ there are no such sites. In the induction step, the proof takes the equation at $A_{j+1}$ and uses `Finset.sum_eq_single` to keep only the term of $B_j$: sites further left are not linked to $A_{j+1}$, and sites further right are empty by the induction hypothesis. What remains is $\bar w_j b_j=0$.

```lean
/-- If all hoppings `w j` are nonzero, a zero-energy state vanishes on every B site. -/
theorem zero_on_B (hw : ∀ j < N, w j ≠ 0) {ψ : Site N → ℂ}
    (h : hamiltonian v w N *ᵥ ψ = 0) (j : Fin N) : ψ (Sum.inr j) = 0 := by
  -- work inwards from the right end of the chain
  have key : ∀ n : ℕ, ∀ j : Fin N, N ≤ j.val + n → ψ (Sum.inr j) = 0 := by
    intro n
    induction n with
    | zero =>
      intro j hj
      have := j.isLt
      omega
    | succ n ih =>
      intro j hj
      have hrow := congrFun h (Sum.inl j.succ)
      rw [hamiltonian_apply_A, Finset.sum_eq_single j] at hrow
      · have hb : bond v w N j j.succ = w j := by simp [bond, Fin.ext_iff]
        rw [hb] at hrow
        rcases mul_eq_zero.mp hrow with h0 | h0
        · exact absurd (star_eq_zero.mp h0) (hw j j.isLt)
        · exact h0
      · intro k _ hk
        rcases lt_or_gt_of_ne hk with hlt | hgt
        · -- sites further left are not linked to this A site
          have hlt' : k.val < j.val := hlt
          have h1 : j.succ ≠ k.castSucc := by
            intro e
            have e' : j.val + 1 = k.val := congrArg Fin.val e
            omega
          have h2 : j.succ ≠ k.succ := by
            intro e
            have e' : j.val + 1 = k.val + 1 := congrArg Fin.val e
            omega
          have hb : bond v w N k j.succ = 0 := by
            simp only [bond, Matrix.of_apply, if_neg h1, if_neg h2, add_zero]
          rw [hb, star_zero, zero_mul]
        · -- sites further right are already known to be empty
          have hgt' : j.val < k.val := hgt
          rw [ih k (by omega), mul_zero]
      · intro hj'
        exact absurd (Finset.mem_univ j) hj'
  exact key N j (by omega)
```

The recurrence for the product follows by splitting off its last factor and using $w_j(v_j/w_j)=v_j$.

```lean
/-- The product amplitudes obey the zero-energy equation `v a_j + w a_(j+1) = 0`
in each cell with nonzero `w`. -/
theorem amplitude_recurrence {j : ℕ} (hj : w j ≠ 0) :
    v j * amplitude v w j + w j * amplitude v w (j + 1) = 0 := by
  have hs : amplitude v w (j + 1) = amplitude v w j * -(v j / w j) :=
    Finset.prod_range_succ _ _
  have hc : w j * (v j / w j) = v j := by field_simp
  rw [hs]
  linear_combination (-amplitude v w j) * hc
```

The next theorem characterises the zero-energy states: $H\psi=0$ exactly when $\psi$ equals its own amplitude on $A_0$ times the product state. The zero vector is included.

In the forward direction, `hA` proves the formula for $a_j$ by induction along the chain. The step combines the equation on $B_j$ with the recurrence and cancels $w_j$; the B amplitudes are covered by `zero_on_B`. In the reverse direction, `h0` checks that $H$ annihilates the product state, on A sites because the B amplitudes are zero and on B sites by the recurrence. Linearity then handles the multiple.

```lean
/-- If all `w j` are nonzero, a state has zero energy exactly when it is the product
state multiplied by its own amplitude on the first A site. -/
theorem zero_energy_iff (hw : ∀ j < N, w j ≠ 0) (ψ : Site N → ℂ) :
    hamiltonian v w N *ᵥ ψ = 0 ↔ ψ = ψ (Sum.inl 0) • zeroMode v w N := by
  constructor
  · intro h
    have hA : ∀ i : Fin (N + 1),
        ψ (Sum.inl i) = ψ (Sum.inl 0) * amplitude v w i := by
      intro i
      induction i using Fin.induction with
      | zero => simp [amplitude]
      | succ j ih =>
        have ih' : ψ (Sum.inl j.castSucc) = ψ (Sum.inl 0) * amplitude v w j := ih
        have hB : v j * ψ (Sum.inl j.castSucc) + w j * ψ (Sum.inl j.succ) = 0 := by
          rw [← hamiltonian_apply_B, h, Pi.zero_apply]
        have hr := amplitude_recurrence (v := v) (hw j j.isLt)
        rw [ih'] at hB
        rw [Fin.val_succ]
        apply mul_left_cancel₀ (hw j j.isLt)
        linear_combination hB - ψ (Sum.inl 0) * hr
    funext s
    rcases s with i | j
    · exact hA i
    · simp [zeroMode, zero_on_B hw h j]
  · intro h
    have h0 : hamiltonian v w N *ᵥ zeroMode v w N = 0 := by
      funext s
      rcases s with i | j
      · rw [hamiltonian_apply_A]
        simp [zeroMode]
      · rw [hamiltonian_apply_B]
        exact amplitude_recurrence (hw j j.isLt)
    rw [h, Matrix.mulVec_smul, h0, smul_zero]
```

The main theorem restates this in linear algebra. `LinearMap.ker` is the space of zero-energy states, `Submodule.span ℂ {zeroMode v w N}` is the set of complex multiples of the product state, and `Module.finrank` is the dimension. The only hypothesis is `hw`, so some or all of the $v_j$ may vanish. The proof converts the previous equivalence into an equality of subspaces, and the amplitude 1 on $A_0$ shows that the spanning vector is nonzero.

```lean
/-- If all `w j` are nonzero, the kernel of the Hamiltonian is spanned by the product
state on the A sites and is one-dimensional. -/
theorem kernel_eq_span_zeroMode (hw : ∀ j < N, w j ≠ 0) :
    LinearMap.ker (hamiltonian v w N).mulVecLin = Submodule.span ℂ {zeroMode v w N} ∧
      Module.finrank ℂ (LinearMap.ker (hamiltonian v w N).mulVecLin) = 1 := by
  have hone : zeroMode v w N (Sum.inl 0) = 1 := by simp [zeroMode, amplitude]
  have hne : zeroMode v w N ≠ 0 := by
    intro e
    rw [e] at hone
    exact zero_ne_one hone
  have hker : LinearMap.ker (hamiltonian v w N).mulVecLin =
      Submodule.span ℂ {zeroMode v w N} := by
    ext ψ
    rw [LinearMap.mem_ker, Matrix.mulVecLin_apply, Submodule.mem_span_singleton]
    constructor
    · intro h
      exact ⟨_, ((zero_energy_iff hw ψ).1 h).symm⟩
    · rintro ⟨c, rfl⟩
      apply (zero_energy_iff hw _).2
      rw [Pi.smul_apply, hone, smul_eq_mul, mul_one]
  refine ⟨hker, ?_⟩
  rw [hker]
  exact finrank_span_singleton hne
```

Nonzero $v_j$ are needed only for the absence of nodes. With $N=1$, $v_0=0$ and $w_0=1$, for instance, the mode is $(a_0,a_1)=(1,0)$. The proof uses that a product is nonzero when each factor is.

```lean
/-- If all hoppings are nonzero, the zero mode has a nonzero amplitude on every A site. -/
theorem zeroMode_ne_zero_on_A (hv : ∀ j < N, v j ≠ 0) (hw : ∀ j < N, w j ≠ 0)
    (j : Fin (N + 1)) : zeroMode v w N (Sum.inl j) ≠ 0 := by
  change ∏ i ∈ Finset.range j, -(v i / w i) ≠ 0
  refine Finset.prod_ne_zero_iff.mpr fun i hi => ?_
  have hi' : i < N := by
    have h1 := Finset.mem_range.mp hi
    have h2 := j.isLt
    omega
  exact neg_ne_zero.mpr (div_ne_zero (hv i hi') (hw i hi'))
```

The last theorem bounds the amplitudes by comparing the product of moduli factor by factor with a product of $r$'s. It does not assume $r<1$, so decay has to be read off from the value of $r$. The bound is stated for $a_0=1$; normalising divides by a number of at least 1, which leaves it valid.

```lean
/-- If `|v| ≤ r |w|` in every cell, with `w` nonzero, the amplitude of the zero mode on
`A_j` is at most `r ^ j` in modulus. -/
theorem zeroMode_norm_le (hw : ∀ j < N, w j ≠ 0) {r : ℝ}
    (hr : ∀ j < N, ‖v j‖ ≤ r * ‖w j‖) (j : Fin (N + 1)) :
    ‖zeroMode v w N (Sum.inl j)‖ ≤ r ^ (j : ℕ) := by
  change ‖∏ i ∈ Finset.range j, -(v i / w i)‖ ≤ r ^ (j : ℕ)
  rw [norm_prod]
  calc ∏ i ∈ Finset.range j, ‖-(v i / w i)‖
      ≤ ∏ _i ∈ Finset.range (j : ℕ), r := by
        refine Finset.prod_le_prod (fun i _ => norm_nonneg _) fun i hi => ?_
        have hi' : i < N := by
          have h1 := Finset.mem_range.mp hi
          have h2 := j.isLt
          omega
        rw [norm_neg, norm_div, div_le_iff₀ (norm_pos_iff.mpr (hw i hi'))]
        exact hr i hi'
    _ = r ^ (j : ℕ) := by rw [Finset.prod_const, Finset.card_range]

end

end OpenChainZeroMode
```

These theorems concern zero energy in a chain that begins and ends on an A site. They do not determine the values of the other eigenvalues, the size of a gap or a topological invariant, and they do not cover chains with equally many A and B sites.

```lean
#print axioms OpenChainZeroMode.hamiltonian_isHermitian
-- 'OpenChainZeroMode.hamiltonian_isHermitian' depends on axioms: [propext, Classical.choice, Quot.sound]
#print axioms OpenChainZeroMode.kernel_eq_span_zeroMode
-- 'OpenChainZeroMode.kernel_eq_span_zeroMode' depends on axioms: [propext, Classical.choice, Quot.sound]
#print axioms OpenChainZeroMode.zeroMode_ne_zero_on_A
-- 'OpenChainZeroMode.zeroMode_ne_zero_on_A' depends on axioms: [propext, Classical.choice, Quot.sound]
#print axioms OpenChainZeroMode.zeroMode_norm_le
-- 'OpenChainZeroMode.zeroMode_norm_le' depends on axioms: [propext, Classical.choice, Quot.sound]
```
